# Layer potentials u, 0, −u gap zero energy in ABC but not in ABA trilayer graphene, in a model with nearest-neighbour bonds and u, g ≠ 0

An electric field across three stacked graphene sheets puts the layers at different potentials. Does this remove the states at zero energy? The answer depends on how the third layer is stacked.

Take one orbital per site, two sites A and B per layer in each unit cell, in-plane hopping between nearest neighbours only, and a fixed in-plane crystal momentum. Hopping within a layer then enters through one complex amplitude p, which has units of energy and vanishes at the corners of the Brillouin zone. The vertical hopping is a real number g, often written γ₁ in textbooks. The potential energies of the layers are u, 0, −u. Throughout, q = |p|².

```lean
import Mathlib

open Matrix ComplexConjugate

namespace TrilayerGraphene

noncomputable section
```

Below, `conj p` is the complex conjugate p*, and `*ᵥ` applies a matrix to a vector.

## The two stackings as matrices

```lean
/-- ABC trilayer on the sites A1, B1, A2, B2, A3, B3, with layer energies `a, b, c`, in-plane
amplitude `p` and vertical hopping `g` on the bonds B1-A2 and B2-A3. -/
def trilayerABC (a b c g : ℝ) (p : ℂ) : Matrix (Fin 6) (Fin 6) ℂ :=
  !![(a : ℂ), conj p, 0, 0, 0, 0;
     p, (a : ℂ), (g : ℂ), 0, 0, 0;
     0, (g : ℂ), (b : ℂ), conj p, 0, 0;
     0, 0, p, (b : ℂ), (g : ℂ), 0;
     0, 0, 0, (g : ℂ), (c : ℂ), conj p;
     0, 0, 0, 0, p, (c : ℂ)]
```

This is a 6×6 complex matrix for the sites A1, B1, A2, B2, A3, B3, which Lean numbers 0 to 5. The layer energies a, b, c are arbitrary real numbers for now, and `(a : ℂ)` is a read as a complex number. Together with the in-plane bonds, the vertical bonds B1–A2 and B2–A3 form a chain through all six sites.

```lean
/-- ABA trilayer on the same sites, with vertical hopping `g` on the bonds B1-A2 and A2-B3. -/
def trilayerABA (a b c g : ℝ) (p : ℂ) : Matrix (Fin 6) (Fin 6) ℂ :=
  !![(a : ℂ), conj p, 0, 0, 0, 0;
     p, (a : ℂ), (g : ℂ), 0, 0, 0;
     0, (g : ℂ), (b : ℂ), conj p, 0, (g : ℂ);
     0, 0, p, (b : ℂ), 0, 0;
     0, 0, 0, 0, (c : ℂ), conj p;
     0, 0, (g : ℂ), 0, p, (c : ℂ)]
```

In ABA stacking both vertical bonds meet at A2, so B2 has no vertical bond.

These matrices neglect all other hoppings, energy differences between the two sites of a layer, and interactions; nothing below justifies this neglect for a real trilayer.

```lean
/-- The real number `E` is an energy level of `H`: some nonzero state satisfies `H ψ = E ψ`. -/
def IsLevel (H : Matrix (Fin 6) (Fin 6) ℂ) (E : ℝ) : Prop :=
  ∃ ψ : Fin 6 → ℂ, ψ ≠ 0 ∧ H *ᵥ ψ = (E : ℂ) • ψ
```

A level is a real E with H ψ = E ψ for some ψ ≠ 0. The vector need not be normalised; ψ/‖ψ‖ is the physical state.

```lean
/-- A family of Hamiltonians is gapped at zero energy if the levels at all amplitudes `p` keep
a common positive distance from zero. -/
def Gapped (H : ℂ → Matrix (Fin 6) (Fin 6) ℂ) : Prop :=
  ∃ δ > 0, ∀ (p : ℂ) (E : ℝ), IsLevel (H p) E → δ ≤ |E|
```

`Gapped` asks for one δ > 0 such that |E| ≥ δ for every level at every complex p. A lattice reaches only some values of p, so a gap here is also a gap there. The definition concerns the energy zero and says nothing about filling.

```lean
/-- Both trilayer Hamiltonians are Hermitian. -/
theorem trilayer_isHermitian (a b c g : ℝ) (p : ℂ) :
    (trilayerABC a b c g p).IsHermitian ∧ (trilayerABA a b c g p).IsHermitian := by
  constructor <;> ext i j <;> fin_cases i <;> fin_cases j <;>
    simp [trilayerABC, trilayerABA, Matrix.conjTranspose_apply]
```

Lean compares all 36 entries with those of the conjugate transpose. Hermiticity makes every eigenvalue real, so nothing is lost by taking E real.

```lean
/-- The levels are the real roots of the secular determinant. -/
theorem isLevel_iff (H : Matrix (Fin 6) (Fin 6) ℂ) (E : ℝ) :
    IsLevel H E ↔ (H - (E : ℂ) • (1 : Matrix (Fin 6) (Fin 6) ℂ)).det = 0 := by
  rw [← Matrix.exists_mulVec_eq_zero_iff]
  simp only [IsLevel, Matrix.sub_mulVec, Matrix.smul_mulVec, Matrix.one_mulVec, sub_eq_zero]
```

H ψ = E ψ means (H − E) ψ = 0, and a nonzero solution exists exactly when det(H − E) = 0. The question has become one about determinants.

## Removing the outer layer

```lean
/-- If the first site couples only to the second, the determinant reduces to those of the
system without the first site and without the first two sites. -/
theorem det_remove_end_site {n : ℕ} (M : Matrix (Fin (n + 2)) (Fin (n + 2)) ℂ)
    (hr : ∀ j : Fin n, M 0 j.succ.succ = 0) (hc : ∀ i : Fin n, M i.succ.succ 0 = 0) :
    M.det = M 0 0 * (M.submatrix Fin.succ Fin.succ).det - M 0 1 * M 1 0 *
      (M.submatrix (fun i : Fin n => i.succ.succ) (fun i : Fin n => i.succ.succ)).det := by
  -- the second minor has at most one nonzero entry in its first column
  have minor : (M.submatrix Fin.succ (Fin.succAbove 1)).det = M 1 0 *
      (M.submatrix (fun i : Fin n => i.succ.succ) (fun i : Fin n => i.succ.succ)).det := by
    have h : (M.submatrix Fin.succ (Fin.succAbove 1)).submatrix (Fin.succAbove 0) Fin.succ =
        M.submatrix (fun i : Fin n => i.succ.succ) (fun i : Fin n => i.succ.succ) := by
      ext i j
      simp
    rw [Matrix.det_succ_column_zero, Fin.sum_univ_succ, Finset.sum_eq_zero, h]
    · simp
    · intro i _
      simp [hc]
  rw [Matrix.det_succ_row_zero, Fin.sum_univ_succ, Fin.sum_univ_succ, Finset.sum_eq_zero]
  · rw [Fin.succ_zero_eq_one, minor, Fin.succAbove_zero]
    simp only [Fin.val_zero, Fin.val_one, pow_zero, pow_one]
    ring
  · intro i _
    simp [hr]
```

The hypotheses `hr` and `hc` say that site 0 couples only to site 1. Expand along row 0, where only M₀₀ and M₀₁ can be nonzero. In the minor belonging to M₀₁, the first column has only the entry M₁₀, so expanding again gives

det M = M₀₀ det M′ − M₀₁ M₁₀ det M″,

where M′ lacks site 0 and M″ lacks sites 0 and 1. In Lean, `i.succ.succ` is the index i + 2. For n = 0, M″ is empty and has determinant 1.

```lean
/-- Peeling off the outer layer: the first site couples only to the second, and the second
only to the first and third. -/
theorem det_peel_layer (M : Matrix (Fin 6) (Fin 6) ℂ)
    (h0r : ∀ j : Fin 4, M 0 j.succ.succ = 0) (h0c : ∀ i : Fin 4, M i.succ.succ 0 = 0)
    (h1r : ∀ j : Fin 3, M 1 j.succ.succ.succ = 0)
    (h1c : ∀ i : Fin 3, M i.succ.succ.succ 1 = 0) :
    M.det = (M 0 0 * M 1 1 - M 0 1 * M 1 0) *
        (M.submatrix (fun i : Fin 4 => i.succ.succ) (fun i : Fin 4 => i.succ.succ)).det
      - M 0 0 * (M 1 2 * M 2 1) * (M.submatrix (fun i : Fin 3 => i.succ.succ.succ)
        (fun i : Fin 3 => i.succ.succ.succ)).det := by
  have h1 : (M.submatrix Fin.succ Fin.succ).det = M 1 1 *
        (M.submatrix (fun i : Fin 4 => i.succ.succ) (fun i : Fin 4 => i.succ.succ)).det
      - M 1 2 * M 2 1 * (M.submatrix (fun i : Fin 3 => i.succ.succ.succ)
        (fun i : Fin 3 => i.succ.succ.succ)).det :=
    det_remove_end_site (M.submatrix Fin.succ Fin.succ) h1r h1c
  rw [det_remove_end_site M h0r h0c, h1]
  ring
```

Now site 1 couples only to sites 0 and 2. Applying the previous result to M and then to M′ gives

det M = (M₀₀M₁₁ − M₀₁M₁₀) D₄ − M₀₀ M₁₂M₂₁ D₃.

Here D₄ is the determinant for the last four sites and D₃ that for the last three.

```lean
/-- Determinant of the ABC trilayer for arbitrary layer energies. -/
theorem det_trilayerABC (a b c g : ℝ) (p : ℂ) :
    (trilayerABC a b c g p).det =
      (((a ^ 2 - ‖p‖ ^ 2) * (b ^ 2 - ‖p‖ ^ 2) * (c ^ 2 - ‖p‖ ^ 2)
        - g ^ 2 * a * b * (c ^ 2 - ‖p‖ ^ 2) - g ^ 2 * b * c * (a ^ 2 - ‖p‖ ^ 2)
        + g ^ 4 * a * c : ℝ) : ℂ) := by
  have h4 : (trilayerABC a b c g p).submatrix (fun i : Fin 4 => i.succ.succ)
      (fun i : Fin 4 => i.succ.succ) = !![(b : ℂ), conj p, 0, 0; p, (b : ℂ), (g : ℂ), 0;
        0, (g : ℂ), (c : ℂ), conj p; 0, 0, p, (c : ℂ)] := by
    ext i j
    fin_cases i <;> fin_cases j <;> rfl
  have h3 : (trilayerABC a b c g p).submatrix (fun i : Fin 3 => i.succ.succ.succ)
      (fun i : Fin 3 => i.succ.succ.succ) =
        !![(b : ℂ), (g : ℂ), 0; (g : ℂ), (c : ℂ), conj p; 0, p, (c : ℂ)] := by
    ext i j
    fin_cases i <;> fin_cases j <;> rfl
  have hq : (‖p‖ : ℂ) ^ 2 = p * conj p := by
    rw [Complex.mul_conj, Complex.normSq_eq_norm_sq, Complex.ofReal_pow]
  rw [det_peel_layer _ (by intro j; fin_cases j <;> rfl) (by intro j; fin_cases j <;> rfl)
    (by intro j; fin_cases j <;> rfl) (by intro j; fin_cases j <;> rfl), h4, h3]
  push_cast
  rw [hq]
  simp only [trilayerABC]
  generalize (starRingEnd ℂ) p = r
  simp [Matrix.det_succ_row_zero, Fin.sum_univ_succ, Fin.succAbove]
  ring
```

For ABC, the remaining blocks have

D₄ = (b² − q)(c² − q) − g²bc
D₃ = b(c² − q) − g²c.

With M₀₀M₁₁ − M₀₁M₁₀ = a² − q and M₁₂M₂₁ = g², the determinant is

(a² − q) D₄ − a g² D₃
= (a² − q)(b² − q)(c² − q) − g²ab(c² − q) − g²bc(a² − q) + g⁴ac.

In the proof, `h4` and `h3` identify the two blocks, `hq` is q = pp*, and `ring` does the final algebra.

```lean
/-- Determinant of the ABA trilayer for arbitrary layer energies. -/
theorem det_trilayerABA (a b c g : ℝ) (p : ℂ) :
    (trilayerABA a b c g p).det =
      (((a ^ 2 - ‖p‖ ^ 2) * (b ^ 2 - ‖p‖ ^ 2) * (c ^ 2 - ‖p‖ ^ 2)
        - g ^ 2 * a * b * (c ^ 2 - ‖p‖ ^ 2)
        - g ^ 2 * b * c * (a ^ 2 - ‖p‖ ^ 2) : ℝ) : ℂ) := by
  have h4 : (trilayerABA a b c g p).submatrix (fun i : Fin 4 => i.succ.succ)
      (fun i : Fin 4 => i.succ.succ) = !![(b : ℂ), conj p, 0, (g : ℂ); p, (b : ℂ), 0, 0;
        0, 0, (c : ℂ), conj p; (g : ℂ), 0, p, (c : ℂ)] := by
    ext i j
    fin_cases i <;> fin_cases j <;> rfl
  have h3 : (trilayerABA a b c g p).submatrix (fun i : Fin 3 => i.succ.succ.succ)
      (fun i : Fin 3 => i.succ.succ.succ) =
        !![(b : ℂ), 0, 0; 0, (c : ℂ), conj p; 0, p, (c : ℂ)] := by
    ext i j
    fin_cases i <;> fin_cases j <;> rfl
  have hq : (‖p‖ : ℂ) ^ 2 = p * conj p := by
    rw [Complex.mul_conj, Complex.normSq_eq_norm_sq, Complex.ofReal_pow]
  rw [det_peel_layer _ (by intro j; fin_cases j <;> rfl) (by intro j; fin_cases j <;> rfl)
    (by intro j; fin_cases j <;> rfl) (by intro j; fin_cases j <;> rfl), h4, h3]
  push_cast
  rw [hq]
  simp only [trilayerABA]
  generalize (starRingEnd ℂ) p = r
  simp [Matrix.det_succ_row_zero, Fin.sum_univ_succ, Fin.succAbove]
  ring
```

For ABA, D₄ is the same, but B2 is no longer bonded to A3, so D₃ = b(c² − q). The only change in the result is that g⁴ac is absent.

## What the bias does at zero energy

```lean
/-- Under the layer bias `u, 0, -u` the vertical hopping drops out of the ABA determinant but enters
the ABC determinant only through the term `-u ^ 2 * g ^ 4`. -/
theorem det_biased (u g : ℝ) (p : ℂ) :
    (trilayerABA u 0 (-u) g p).det = ((-(‖p‖ ^ 2 * (u ^ 2 - ‖p‖ ^ 2) ^ 2) : ℝ) : ℂ) ∧
    (trilayerABC u 0 (-u) g p).det =
      ((-(u ^ 2 * g ^ 4 + ‖p‖ ^ 2 * (u ^ 2 - ‖p‖ ^ 2) ^ 2) : ℝ) : ℂ) := by
  rw [det_trilayerABA, det_trilayerABC]
  constructor <;> congr 1 <;> ring
```

Set a = u, b = 0, c = −u. Both terms in g² contain b and vanish, leaving

ABA: det = −q(u² − q)²
ABC: det = −(u²g⁴ + q(u² − q)²).

```lean
/-- The biased ABA trilayer has a zero-energy level exactly at `p = 0` and on the ring
`|p| = |u|`. -/
theorem biasedABA_zero_level_iff (u g : ℝ) (p : ℂ) :
    IsLevel (trilayerABA u 0 (-u) g p) 0 ↔ p = 0 ∨ ‖p‖ = |u| := by
  rw [isLevel_iff, Complex.ofReal_zero, zero_smul, sub_zero, (det_biased u g p).1,
    Complex.ofReal_eq_zero]
  simp only [neg_eq_zero, mul_eq_zero, pow_eq_zero_iff two_ne_zero, norm_eq_zero, sub_eq_zero,
    sq_eq_sq_iff_abs_eq_abs, abs_norm, eq_comm (a := |u|)]
```

At E = 0 the ABA determinant vanishes exactly when q = 0 or q = u², that is, p = 0 or |p| = |u|. At p = 0 one zero-energy state is easy to see: B2 is then isolated, at potential 0. For g ≠ 0 a second one has amplitudes g, −u, −g on B1, A2, B3.

```lean
/-- Every level `E` of the biased ABC trilayer, at any amplitude `p`, satisfies
`|u| g² ≤ 4 (u² + g²) |E|`. -/
theorem biasedABC_level_bound (u g : ℝ) (p : ℂ) (E : ℝ)
    (hE : IsLevel (trilayerABC u 0 (-u) g p) E) :
    |u| * g ^ 2 ≤ 4 * (u ^ 2 + g ^ 2) * |E| := by
  -- subtracting the energy shifts the three layer energies
  have shift : trilayerABC u 0 (-u) g p - (E : ℂ) • (1 : Matrix (Fin 6) (Fin 6) ℂ) =
      trilayerABC (u - E) (0 - E) (-u - E) g p := by
    ext i j
    fin_cases i <;> fin_cases j <;> simp [trilayerABC]
  rw [isLevel_iff, shift, det_trilayerABC, Complex.ofReal_eq_zero] at hE
  by_contra hcon
  have h := lt_of_not_ge hcon
  have pos : 0 < |u| * g ^ 2 := lt_of_le_of_lt (by positivity) h
  have hu : u ≠ 0 := by
    rintro rfl
    simp at pos
  have hg : g ≠ 0 := by
    rintro rfl
    simp at pos
  have hsq := pow_lt_pow_left₀ h (by positivity) two_ne_zero
  simp only [mul_pow, sq_abs] at hsq
  -- the secular polynomial has a strict sign at such small energies
  have key : ∀ v G e q : ℝ, 0 < v → 0 < G → 0 ≤ e → 0 ≤ q →
      e * (16 * (v + G) ^ 2) < v * G ^ 2 →
      0 < q * (q - v) ^ 2 + G ^ 2 * v
        - e * (3 * q ^ 2 + v ^ 2 + 2 * G * v + 2 * G * q + G ^ 2)
        + e ^ 2 * (3 * q + 2 * v + 2 * G - e) := by
    intro v G e q hv hG he hq hs
    have hev : 16 * e < v := by
      have h1 : v * G ^ 2 ≤ v * (v + G) ^ 2 := by
        gcongr
        linarith
      have h2 : 16 * e * (v + G) ^ 2 < v * (v + G) ^ 2 := by linarith
      exact lt_of_mul_lt_mul_right h2 (by positivity)
    have htail : 0 ≤ e ^ 2 * (3 * q + 2 * v + 2 * G - e) :=
      mul_nonneg (sq_nonneg e) (by linarith)
    rcases le_total q (2 * v) with hqv | hqv
    · have hC : 3 * q ^ 2 + v ^ 2 + 2 * G * v + 2 * G * q + G ^ 2 ≤ 16 * (v + G) ^ 2 := by
        nlinarith [mul_nonneg hq (sub_nonneg.2 hqv), mul_nonneg hv.le (sub_nonneg.2 hqv),
          mul_nonneg hG.le (sub_nonneg.2 hqv), mul_pos hv hG, sq_nonneg v, sq_nonneg G]
      have h1 := mul_le_mul_of_nonneg_left hC he
      have h2 : 0 ≤ q * (q - v) ^ 2 := by positivity
      linarith
    · have hC : 3 * q ^ 2 + v ^ 2 + 2 * G * v + 2 * G * q + G ^ 2 ≤
          4 * q ^ 2 + 2 * (v + G) ^ 2 := by
        nlinarith [sq_nonneg (q - G), mul_pos hv hG, sq_nonneg v]
      have h1 := mul_le_mul_of_nonneg_left hC he
      have h2 : e * q ^ 2 ≤ q / 32 * q ^ 2 :=
        mul_le_mul_of_nonneg_right (by linarith) (sq_nonneg q)
      have h3 : q * (q / 2) ^ 2 ≤ q * (q - v) ^ 2 := by
        gcongr
        linarith
      have h4 : 0 ≤ q ^ 3 := by positivity
      have h5 : 0 < v * G ^ 2 := by positivity
      linarith
  have hp := key (u ^ 2) (g ^ 2) (E ^ 2) (‖p‖ ^ 2) (by positivity) (by positivity)
    (by positivity) (by positivity) (by linarith)
  linarith
```

For u, g ≠ 0 the ABC determinant is never zero, but this alone does not keep levels from approaching zero as p varies. The theorem supplies a bound independent of p:

|u| g² ≤ 4(u² + g²)|E|.

Subtracting E from the matrix only shifts the layer energies to u − E, −E, −u − E; this is `shift`. The general determinant therefore gives the secular equation. Write v = u², G = g², e = E². Minus the determinant is

F = q(q − v)² + G²v − eC + e²(3q + 2v + 2G − e),
C = 3q² + v² + 2Gv + 2Gq + G²,

and a level requires F = 0. Suppose the bound fails. Then u and g are nonzero, and squaring gives

16e(v + G)² < vG².

Since G² ≤ (v + G)², it follows that 16e < v, so the last term of F is not negative. The step `key` shows F > 0 in two cases.

If q ≤ 2v, then

C ≤ 13v² + 6Gv + G² ≤ 16(v + G)²,

so eC < vG² and F > 0.

If q ≥ 2v, then 2Gq ≤ q² + G² gives C ≤ 4q² + 2(v + G)². Also e ≤ q/32 and (q − v)² ≥ q²/4. Hence

eC ≤ q³/8 + vG²/8,
q(q − v)² + vG² ≥ q³/4 + vG²,

and again F > 0. This contradicts F = 0. In Lean, `nlinarith` proves the estimates of C and `linarith` adds up the inequalities.

```lean
/-- For nonzero bias and nonzero vertical hopping, the layer potentials `u, 0, -u` gap zero
energy in the ABC trilayer and do not gap it in the ABA trilayer. -/
theorem bias_gaps_only_ABC (u g : ℝ) (hu : u ≠ 0) (hg : g ≠ 0) :
    Gapped (trilayerABC u 0 (-u) g) ∧ ¬ Gapped (trilayerABA u 0 (-u) g) := by
  constructor
  · refine ⟨|u| * g ^ 2 / (4 * (u ^ 2 + g ^ 2)), by positivity, fun p E hE => ?_⟩
    rw [div_le_iff₀ (by positivity)]
    linarith [biasedABC_level_bound u g p E hE]
  · rintro ⟨δ, hδ, h⟩
    -- the ABA trilayer has a zero level at p = 0
    have h0 := h 0 0 ((biasedABA_zero_level_iff u g 0).2 (Or.inl rfl))
    rw [abs_zero] at h0
    linarith

end

end TrilayerGraphene
```

The hypotheses `hu` and `hg` say u ≠ 0 and g ≠ 0. For ABC, dividing the bound by 4(u² + g²) gives

δ = |u|g² / (4(u² + g²)),

so no level lies strictly between −δ and δ. This δ is a guaranteed distance, not necessarily the largest one. For ABA, the zero level at p = 0 contradicts every δ > 0. Since p vanishes at the corners of the Brillouin zone, this level is also present on the lattice.

For non-interacting electronic-structure calculations with these bonds only, the result says which of the two stackings the layer potentials u, 0, −u gap at zero energy, and for ABC it gives a lower bound on the distance of the levels from zero.

## Zero bias, decoupled layers and the bilayer

The two hypotheses serve the ABC half. If u = 0, site A1 at p = 0 is isolated with energy 0, so ABC has a zero level. If g = 0, the middle layer is decoupled and has a zero level at p = 0 as well. The ABA half holds for all real u and g.

The same expansion treats the AB bilayer. With layer energies u and −u its determinant is

(u² − q)² + g²u²,

which is positive for u, g ≠ 0, so the biased bilayer has no zero-energy level at any p. This bilayer result rests on the calculation just given, not on a theorem in the code.

```lean
#print axioms TrilayerGraphene.trilayer_isHermitian
-- 'TrilayerGraphene.trilayer_isHermitian' depends on axioms: [propext, Classical.choice, Quot.sound]
#print axioms TrilayerGraphene.bias_gaps_only_ABC
-- 'TrilayerGraphene.bias_gaps_only_ABC' depends on axioms: [propext, Classical.choice, Quot.sound]
```
